# Squared dipole couplings of two isotropic finite families sum to six times the product of their closure constants

Let $n\in\mathbb R^3$ be a unit vector and $T=1-3nn^{\mathsf T}$. If two finite families of transition dipoles satisfy $\sum_p a_pa_p^{\mathsf T}=s_A1$ and $\sum_q b_qb_q^{\mathsf T}=s_B1$, then $\sum_{p,q}(a_p^{\mathsf T}Tb_q)^2=6s_As_B$. With the hydrogen 1s value $s_A=s_B=1$ and all energy denominators equal to 1, this should give $C_6=6$ in atomic units. I would like to see this argument made rigorous and machine-checked, including the radial integral behind $s=1$. Can that be done?

## Closure on one atom, then on the other

Yes: the sum is $6s_As_B$ for every direction $n$, and the 1s integral is exactly 1.

Fix a dipole $a$ on atom A. Since $T$ is symmetric, $a^{\mathsf T}Tb_q=v\cdot b_q$ with $v=Ta=a-3(n\cdot a)n$. Closure on B gives

$$\sum_q(v\cdot b_q)^2=\sum_{i,j}v_iv_j\sum_q b_{q,i}b_{q,j}=s_B|v|^2,$$

and, because $|n|=1$,

$$|v|^2=|a|^2-6(n\cdot a)^2+9(n\cdot a)^2=|a|^2+3(n\cdot a)^2.$$

Now sum over $a=a_p$. The trace of the closure relation on A gives $\sum_p|a_p|^2=3s_A$, and projection on $n$ gives $\sum_p(n\cdot a_p)^2=s_A$. The total is $s_B(3s_A+3s_A)=6s_As_B$.

For excitation energies $\varepsilon_p$ and $\eta_q$, the dispersion coefficient is

$$C_6=\sum_{p,q}\frac{(a_p^{\mathsf T}Tb_q)^2}{\varepsilon_p+\eta_q}.$$

The numerators are nonnegative, so if $0<\Delta\le\varepsilon_p+\eta_q\le\Delta'$ for all $p,q$, comparing term by term gives $6s_As_B/\Delta'\le C_6\le6s_As_B/\Delta$. If every denominator equals $\Delta\ne0$, then $\Delta C_6=6s_As_B$.

For a one-electron atom in a spherical ground state, completeness over all excited states, continuum included, makes $s$ one third of the mean square radius, because the ground state itself has no dipole moment. For the 1s orbital $\psi(r)=e^{-r}/\sqrt\pi$ this is

$$\frac13\int_0^\infty r^2\psi(r)^2\,4\pi r^2\,dr=\frac43\int_0^\infty r^4e^{-2r}\,dr=\frac43\cdot\frac{4!}{2^5}=1.$$

## A check with Cartesian dipoles

Take $n=(0,0,1)$, so $T=\mathrm{diag}(1,1,-2)$, and let both families be the three Cartesian unit vectors, for which $s_A=s_B=1$. The nonzero squared couplings are $1,1,4$, with sum 6. Excitation energies of $1/2$ on both atoms give $C_6=6$; energies of $3/8$ give $6/(3/4)=8$.

## The model in Lean

```lean
import Mathlib

open Matrix MeasureTheory

namespace LondonClosure

noncomputable section

variable {ι κ : Type*} [Fintype ι] [Fintype κ]

/-- The dipole-dipole tensor `T = 1 - 3 n nᵀ` for the direction `n` between two atoms. -/
def dipoleTensor (n : Fin 3 → ℝ) : Matrix (Fin 3) (Fin 3) ℝ :=
  1 - (3 : ℝ) • vecMulVec n n

/-- The interaction `aᵀ T b` of the dipoles `a` and `b`, without the distance factor. -/
def coupling (n a b : Fin 3 → ℝ) : ℝ := a ⬝ᵥ (dipoleTensor n *ᵥ b)

/-- The transition dipoles `a p` obey the isotropic closure relation `∑ a_p a_pᵀ = s 1`. -/
def IsIsotropic (a : ι → Fin 3 → ℝ) (s : ℝ) : Prop :=
  ∀ i j, ∑ p, a p i * a p j = if i = j then s else 0

/-- The sum-over-states dispersion coefficient for transition dipoles `a`, `b` and excitation
energies `ε`, `η`, meant for nonzero `ε p + η q`. -/
def c6 (n : Fin 3 → ℝ) (a : ι → Fin 3 → ℝ) (b : κ → Fin 3 → ℝ)
    (ε : ι → ℝ) (η : κ → ℝ) : ℝ :=
  ∑ p, ∑ q, coupling n (a p) (b q) ^ 2 / (ε p + η q)

/-- The hydrogen 1s orbital in atomic units, as a function of the radius. -/
def orbital1s (r : ℝ) : ℝ := Real.exp (-r) / √Real.pi

/-- One third of the mean square radius of the hydrogen 1s orbital. -/
def moment1s : ℝ :=
  1 / 3 * ∫ r in Set.Ioi (0 : ℝ), r ^ 2 * orbital1s r ^ 2 * (4 * Real.pi * r ^ 2)

/-- The dipole coupling is `a·b - 3 (n·a)(n·b)`. -/
theorem coupling_eq (n a b : Fin 3 → ℝ) :
    coupling n a b = a ⬝ᵥ b - 3 * (n ⬝ᵥ a) * (n ⬝ᵥ b) := by
  simp only [coupling, dipoleTensor, Matrix.sub_mulVec, Matrix.one_mulVec, dotProduct_sub]
  simp only [Matrix.mulVec, dotProduct, Fin.sum_univ_three, Matrix.smul_apply,
    vecMulVec_apply, smul_eq_mul]
  ring

/-- For an isotropic family, the squared projections on a vector `v` add up to `s |v|²`. -/
theorem sum_sq_projection {b : κ → Fin 3 → ℝ} {s : ℝ} (h : IsIsotropic b s)
    (v : Fin 3 → ℝ) : ∑ q, (v ⬝ᵥ b q) ^ 2 = s * (v ⬝ᵥ v) := by
  have h00 : ∑ q, b q 0 * b q 0 = s := by simpa using h 0 0
  have h11 : ∑ q, b q 1 * b q 1 = s := by simpa using h 1 1
  have h22 : ∑ q, b q 2 * b q 2 = s := by simpa using h 2 2
  have h01 : ∑ q, b q 0 * b q 1 = 0 := by simpa using h 0 1
  have h02 : ∑ q, b q 0 * b q 2 = 0 := by simpa using h 0 2
  have h12 : ∑ q, b q 1 * b q 2 = 0 := by simpa using h 1 2
  -- expand the square into the six independent second moments
  have e : ∀ q, (v ⬝ᵥ b q) ^ 2 = v 0 ^ 2 * (b q 0 * b q 0) + v 1 ^ 2 * (b q 1 * b q 1)
      + v 2 ^ 2 * (b q 2 * b q 2) + 2 * v 0 * v 1 * (b q 0 * b q 1)
      + 2 * v 0 * v 2 * (b q 0 * b q 2) + 2 * v 1 * v 2 * (b q 1 * b q 2) := by
    intro q
    simp only [dotProduct, Fin.sum_univ_three]
    ring
  simp only [e, Finset.sum_add_distrib, ← Finset.mul_sum, h00, h11, h22, h01, h02, h12]
  simp only [dotProduct, Fin.sum_univ_three]
  ring

/-- For a fixed dipole `a` on one atom, closure over the other atom gives
`s (|a|² + 3 (n·a)²)`. -/
theorem sum_sq_coupling {n : Fin 3 → ℝ} (hn : n ⬝ᵥ n = 1) {b : κ → Fin 3 → ℝ} {s : ℝ}
    (h : IsIsotropic b s) (a : Fin 3 → ℝ) :
    ∑ q, coupling n a (b q) ^ 2 = s * (a ⬝ᵥ a + 3 * (n ⬝ᵥ a) ^ 2) := by
  -- the coupling is the projection of `b q` on the vector `T a`
  have e : ∀ q, coupling n a (b q) = (a - (3 * (n ⬝ᵥ a)) • n) ⬝ᵥ b q := by
    intro q
    rw [coupling_eq, sub_dotProduct, smul_dotProduct, smul_eq_mul]
  simp only [e]
  rw [sum_sq_projection h]
  simp only [sub_dotProduct, dotProduct_sub, smul_dotProduct, dotProduct_smul, smul_eq_mul,
    dotProduct_comm a n]
  linear_combination 9 * s * (n ⬝ᵥ a) ^ 2 * hn

/-- For a unit vector `n`, the squared dipole couplings of two isotropic families add up to `6 s_A
s_B`. -/
theorem london_closure {n : Fin 3 → ℝ} (hn : n ⬝ᵥ n = 1) {a : ι → Fin 3 → ℝ}
    {b : κ → Fin 3 → ℝ} {sA sB : ℝ} (hA : IsIsotropic a sA) (hB : IsIsotropic b sB) :
    ∑ p, ∑ q, coupling n (a p) (b q) ^ 2 = 6 * sA * sB := by
  have h0 : ∑ p, a p 0 * a p 0 = sA := by simpa using hA 0 0
  have h1 : ∑ p, a p 1 * a p 1 = sA := by simpa using hA 1 1
  have h2 : ∑ p, a p 2 * a p 2 = sA := by simpa using hA 2 2
  have hlen : ∑ p, a p ⬝ᵥ a p = 3 * sA := by
    simp only [dotProduct, Fin.sum_univ_three, Finset.sum_add_distrib, h0, h1, h2]
    ring
  simp only [sum_sq_coupling hn hB]
  rw [← Finset.mul_sum, Finset.sum_add_distrib, ← Finset.mul_sum, hlen,
    sum_sq_projection hA, hn]
  ring

/-- If all energy denominators lie between `Δ > 0` and `Δ'`, the dispersion coefficient lies
between `6 s_A s_B / Δ'` and `6 s_A s_B / Δ`. -/
theorem c6_bounds {n : Fin 3 → ℝ} (hn : n ⬝ᵥ n = 1) {a : ι → Fin 3 → ℝ}
    {b : κ → Fin 3 → ℝ} {sA sB : ℝ} (hA : IsIsotropic a sA) (hB : IsIsotropic b sB)
    {ε : ι → ℝ} {η : κ → ℝ} {Δ Δ' : ℝ} (hΔ : 0 < Δ)
    (hlow : ∀ p q, Δ ≤ ε p + η q) (hup : ∀ p q, ε p + η q ≤ Δ') :
    6 * sA * sB / Δ' ≤ c6 n a b ε η ∧ c6 n a b ε η ≤ 6 * sA * sB / Δ := by
  rw [← london_closure hn hA hB]
  simp only [c6, Finset.sum_div]
  constructor
  · exact Finset.sum_le_sum fun p _ => Finset.sum_le_sum fun q _ =>
      div_le_div_of_nonneg_left (sq_nonneg _) (hΔ.trans_le (hlow p q)) (hup p q)
  · exact Finset.sum_le_sum fun p _ => Finset.sum_le_sum fun q _ =>
      div_le_div_of_nonneg_left (sq_nonneg _) hΔ (hlow p q)

/-- If all energy denominators equal `Δ ≠ 0`, then `Δ C6 = 6 s_A s_B`. -/
theorem c6_uniform {n : Fin 3 → ℝ} (hn : n ⬝ᵥ n = 1) {a : ι → Fin 3 → ℝ}
    {b : κ → Fin 3 → ℝ} {sA sB : ℝ} (hA : IsIsotropic a sA) (hB : IsIsotropic b sB)
    {ε : ι → ℝ} {η : κ → ℝ} {Δ : ℝ} (hΔ : Δ ≠ 0) (h : ∀ p q, ε p + η q = Δ) :
    Δ * c6 n a b ε η = 6 * sA * sB := by
  simp only [c6, h, ← Finset.sum_div]
  rw [london_closure hn hA hB, mul_div_cancel₀ _ hΔ]

/-- The radial integral of `(4/3) r⁴ exp(-2r)` over the half-line is 1. -/
theorem radial_integral :
    ∫ r in Set.Ioi (0 : ℝ), 4 / 3 * r ^ 4 * Real.exp (-2 * r) = 1 := by
  have h := Real.integral_rpow_mul_exp_neg_mul_Ioi (a := 5) (r := 2)
    (by norm_num) (by norm_num)
  have g : Real.Gamma 5 = 24 := by
    rw [show (5 : ℝ) = ((4 : ℕ) : ℝ) + 1 by norm_num, Real.Gamma_nat_eq_factorial]
    norm_num [Nat.factorial]
  have w : ((1 : ℝ) / 2) ^ (5 : ℝ) = 1 / 32 := by
    rw [show (5 : ℝ) = ((5 : ℕ) : ℝ) by norm_num, Real.rpow_natCast]
    norm_num
  have e : ∀ r : ℝ, 4 / 3 * r ^ 4 * Real.exp (-2 * r)
      = 4 / 3 * (r ^ ((5 : ℝ) - 1) * Real.exp (-(2 * r))) := by
    intro r
    rw [show (5 : ℝ) - 1 = ((4 : ℕ) : ℝ) by norm_num, Real.rpow_natCast, neg_mul, mul_assoc]
  simp_rw [e]
  rw [integral_const_mul, h, g, w]
  norm_num

/-- One third of the mean square radius of the hydrogen 1s orbital is 1 in atomic units. -/
theorem moment1s_eq_one : moment1s = 1 := by
  rw [moment1s, ← integral_const_mul]
  refine Eq.trans ?_ radial_integral
  congr 1
  funext r
  have hexp : Real.exp (-2 * r) = Real.exp (-r) ^ 2 := by
    rw [sq, ← Real.exp_add]
    congr 1
    ring
  rw [orbital1s, div_pow, Real.sq_sqrt Real.pi_pos.le, hexp]
  linear_combination (4 / 3 * r ^ 4 * Real.exp (-r) ^ 2) * mul_inv_cancel₀ Real.pi_ne_zero

/-- The three Cartesian unit vectors obey the closure relation with the hydrogen 1s constant. -/
theorem isIsotropic_witness :
    IsIsotropic (fun p i : Fin 3 => if i = p then (1 : ℝ) else 0) moment1s := by
  rw [moment1s_eq_one]
  intro i j
  fin_cases i <;> fin_cases j <;> simp

/-- For two families with the hydrogen 1s closure constant, `C6 = 6` if all energy denominators
are 1, and `C6 ≤ 8` if all excitation energies are at least 3/8. -/
theorem c6_hydrogen {n : Fin 3 → ℝ} (hn : n ⬝ᵥ n = 1) {a : ι → Fin 3 → ℝ}
    {b : κ → Fin 3 → ℝ} (hA : IsIsotropic a moment1s) (hB : IsIsotropic b moment1s)
    (ε : ι → ℝ) (η : κ → ℝ) :
    ((∀ p q, ε p + η q = 1) → c6 n a b ε η = 6) ∧
    ((∀ p, 3 / 8 ≤ ε p) → (∀ q, 3 / 8 ≤ η q) → c6 n a b ε η ≤ 8) := by
  rw [moment1s_eq_one] at hA hB
  constructor
  · intro h
    have := c6_uniform hn hA hB one_ne_zero h
    linarith
  · intro hε hη
    -- every denominator is at least 3/4
    have hle : c6 n a b ε η ≤ (6 * 1 * 1) / (3 / 4) := by
      rw [← london_closure hn hA hB]
      simp only [c6, Finset.sum_div]
      exact Finset.sum_le_sum fun p _ => Finset.sum_le_sum fun q _ =>
        div_le_div_of_nonneg_left (sq_nonneg _) (by norm_num) (by linarith [hε p, hη q])
    norm_num at hle
    exact hle

end

end LondonClosure
```

```lean
#print axioms LondonClosure.london_closure
#print axioms LondonClosure.c6_bounds
#print axioms LondonClosure.c6_hydrogen
```

```
'LondonClosure.london_closure' depends on axioms: [propext, Classical.choice, Quot.sound]
'LondonClosure.c6_bounds' depends on axioms: [propext, Classical.choice, Quot.sound]
'LondonClosure.c6_hydrogen' depends on axioms: [propext, Classical.choice, Quot.sound]
```

## What the statements say about atoms

Dipoles are real vectors of type `Fin 3 → ℝ`, with components numbered 0, 1, 2. `dipoleTensor n` is $T$, `coupling n a b` is $a^{\mathsf T}Tb$ without the factor $R^{-3}$ for interatomic distance $R$, and `hn` says that $n$ has unit length. `IsIsotropic` is the closure relation written by components. `c6` is the coefficient in the second-order energy $-C_6/R^6$.

Isotropy is assumed. For an exact spherical ground state it comes from completeness and rotational symmetry, but hydrogen's full spectrum is infinite and includes a continuum, whereas the families here are finite. `c6_hydrogen` therefore concerns finite families with the 1s closure constant. Its unit denominator stands for a mean excitation energy of $1/2$ hartree per atom; the bound $3/8$ is hydrogen's lowest excitation energy. Both enter as hypotheses.

The result is expressed in closure constants, while London's familiar formula uses polarizabilities and characteristic energies. For finite sum-over-states models with isotropic dipoles, the identity gives the sum of the squared couplings, and `c6_bounds` turns positive lower and upper bounds on the energy denominators into an interval that contains $C_6$.

## How the proof follows the algebra

`coupling_eq` expands $T$. `sum_sq_projection` splits the squared projection into six second moments and inserts closure. `sum_sq_coupling` applies this to $v=Ta$; its `linear_combination` step uses $n\cdot n=1$. `london_closure` then sums over A, with `hlen` supplying the trace.

`c6_bounds` compares the fractions termwise through `div_le_div_of_nonneg_left`, and `c6_uniform` takes the common denominator out of the sum.

`radial_integral` uses Mathlib's Gamma integral with $\Gamma(5)=24$, and `moment1s_eq_one` reduces the orbital integral to it by cancelling $\pi$. `isIsotropic_witness` checks the Cartesian family component by component. Finally, `c6_hydrogen` gets 6 from `c6_uniform`, and 8 from the termwise comparison with denominator $3/4$.
